# No trace-preserving Kraus map sends every pure state to an orthogonal one

Take a qubit and one $2\times2$ matrix $K$, with $\langle v,Kv\rangle=0$ for every unit vector $v$. The basis states give $K_{00}=K_{11}=0$. The state $(1,1)/\sqrt2$ then gives $K_{01}+K_{10}=0$, and $(1,i)/\sqrt2$ gives $i(K_{01}-K_{10})=0$. Hence $K=0$, which cannot satisfy $K^\dagger K=1$. The same argument works in any finite nonzero dimension and for any finite number of Kraus operators.

## States, channels and overlaps

Basis states are labelled by a finite type `n`, Kraus operators by a finite type `ι`.

In Lean 4 with Mathlib:

```lean
import Mathlib

open Matrix
open scoped ComplexOrder

namespace NoUniversalNot

noncomputable section

variable {n ι : Type*} [Fintype n] [DecidableEq n] [Fintype ι]
```

A vector $v$ of amplitudes has the matrix $vv^\dagger$. The definition accepts any vector; normalisation appears as a hypothesis where it is needed.

```lean
/-- The matrix `v v†` of the pure state with amplitudes `v`. -/
def pureState (v : n → ℂ) : Matrix n n ℂ := vecMulVec v (star v)
```

A family $K_k$ acts by $\Phi(\rho)=\sum_k K_k\rho K_k^\dagger$. Trace preservation, $\sum_k K_k^\dagger K_k=1$, is also a separate hypothesis: it says that total probability is conserved.

```lean
/-- The Kraus map `ρ ↦ ∑ K ρ K†`. -/
def krausMap (K : ι → Matrix n n ℂ) (ρ : Matrix n n ℂ) : Matrix n n ℂ :=
  ∑ k, K k * ρ * (K k)ᴴ
```

The inner product $\langle v,w\rangle=\sum_i v_i^*w_i$ is written `star v ⬝ᵥ w`. For a unit vector $v$ and a density matrix $\rho$, the overlap $\langle v,\rho v\rangle$ is the probability of finding $\rho$ in state $v$.

```lean
/-- The overlap `⟨v, ρ v⟩` of a state `ρ` with the vector `v`. -/
def overlap (v : n → ℂ) (ρ : Matrix n n ℂ) : ℂ := star v ⬝ᵥ (ρ *ᵥ v)
```

For comparison, the qubit map $\rho\mapsto\operatorname{tr}(\rho)\,1-\rho$ will serve as a flip that is not a channel.

```lean
/-- The qubit map `ρ ↦ tr(ρ) 1 - ρ`. -/
def spinFlip (ρ : Matrix (Fin 2) (Fin 2) ℂ) : Matrix (Fin 2) (Fin 2) ℂ :=
  ρ.trace • (1 : Matrix (Fin 2) (Fin 2) ℂ) - ρ
```

## The overlap is a sum of squares

For a pure state $ww^\dagger$ the double sum factorises:
$$\langle v,ww^\dagger v\rangle=\sum_{i,j}v_i^*w_iw_j^*v_j=\langle v,w\rangle\langle w,v\rangle.$$

```lean
omit [DecidableEq n] in
/-- The overlap of `v` with the pure state of `w` is `⟨v, w⟩⟨w, v⟩`. -/
theorem overlap_pureState (v w : n → ℂ) :
    overlap v (pureState w) = (star v ⬝ᵥ w) * (star w ⬝ᵥ v) := by
  simp only [overlap, pureState, mulVec, dotProduct, vecMulVec_apply]
  rw [Finset.sum_mul_sum]
  refine Finset.sum_congr rfl fun i _ => ?_
  rw [Finset.mul_sum]
  exact Finset.sum_congr rfl fun j _ => by ring
```

Since $K_kvv^\dagger K_k^\dagger=(K_kv)(K_kv)^\dagger$, setting $w=K_kv$ and summing gives
$$\langle v,\Phi(vv^\dagger)v\rangle=\sum_k|\langle v,K_kv\rangle|^2.$$
In the proof, the additive map `F` takes the overlap inside the sum, and `hk` is the identity for each Kraus operator.

```lean
omit [DecidableEq n] in
/-- The overlap of a pure state with its image under a Kraus map is the sum of
the squared moduli of the expectation values `⟨v, K v⟩`. -/
theorem overlap_krausMap (K : ι → Matrix n n ℂ) (v : n → ℂ) :
    overlap v (krausMap K (pureState v)) =
      ((∑ k, Complex.normSq (star v ⬝ᵥ (K k *ᵥ v)) : ℝ) : ℂ) := by
  -- the overlap is additive in the state
  let F : Matrix n n ℂ →+ ℂ :=
    { toFun := fun M => star v ⬝ᵥ (M *ᵥ v)
      map_zero' := by simp
      map_add' := fun A B => by rw [Matrix.add_mulVec, dotProduct_add] }
  have hF : overlap v (krausMap K (pureState v)) =
      ∑ k, overlap v (K k * pureState v * (K k)ᴴ) :=
    map_sum F (fun k => K k * pureState v * (K k)ᴴ) Finset.univ
  rw [hF, Complex.ofReal_sum]
  refine Finset.sum_congr rfl fun k _ => ?_
  -- each Kraus operator sends a pure state to an unnormalised pure state
  have hk : K k * pureState v * (K k)ᴴ = pureState (K k *ᵥ v) := by
    rw [pureState, pureState, Matrix.mul_vecMulVec, Matrix.vecMulVec_mul,
      Matrix.star_mulVec]
  have hs : star (K k *ᵥ v) ⬝ᵥ v = star (star v ⬝ᵥ (K k *ᵥ v)) :=
    Matrix.star_dotProduct _ _
  rw [hk, overlap_pureState, hs]
  exact Complex.mul_conj _
```

In a NumPy calculation this is the sum of `abs(np.vdot(v, K @ v))**2` over the Kraus matrices, with no density matrix formed.

## Vanishing expectation values force a zero operator

Suppose $\langle v,Av\rangle=0$ for all unit vectors. For $v\neq0$ put $N=\langle v,v\rangle>0$; the unit vector $v/\sqrt N$ gives $\langle v,Av\rangle/N=0$, so the expectation value vanishes for every vector. Applying this to $x+y$ and $x+iy$ yields
$$\langle x,Ay\rangle+\langle y,Ax\rangle=0,\qquad i\langle x,Ay\rangle-i\langle y,Ax\rangle=0.$$
Multiply the second equation by $-i$, add the first and halve: $\langle x,Ay\rangle=0$. This is the `linear_combination` step. With $y=e_j$ and $x=Ae_j$, column $j$ of $A$ has zero norm, so $A=0$.

```lean
/-- An operator whose expectation value vanishes in every normalised state is zero. -/
theorem eq_zero_of_expectation (A : Matrix n n ℂ)
    (hA : ∀ v : n → ℂ, star v ⬝ᵥ v = 1 → star v ⬝ᵥ (A *ᵥ v) = 0) : A = 0 := by
  -- rescaling extends the hypothesis to all vectors
  have h : ∀ v : n → ℂ, star v ⬝ᵥ (A *ᵥ v) = 0 := by
    intro v
    by_cases hv : v = 0
    · simp [hv]
    obtain ⟨i, hi⟩ := Function.ne_iff.mp hv
    obtain ⟨N, hN, hvN⟩ : ∃ N : ℝ, 0 < N ∧ star v ⬝ᵥ v = (N : ℂ) := by
      refine ⟨∑ j, Complex.normSq (v j), ?_, ?_⟩
      · exact Finset.sum_pos' (fun j _ => Complex.normSq_nonneg _)
          ⟨i, Finset.mem_univ i, Complex.normSq_pos.mpr hi⟩
      · rw [Complex.ofReal_sum]
        exact Finset.sum_congr rfl fun j _ => Complex.normSq_eq_conj_mul_self.symm
    obtain ⟨s, hs0, hs⟩ : ∃ s : ℝ, s ≠ 0 ∧ N = s * s :=
      ⟨√N, (Real.sqrt_pos.mpr hN).ne', (Real.mul_self_sqrt hN.le).symm⟩
    have hc : star ((s⁻¹ : ℝ) : ℂ) = ((s⁻¹ : ℝ) : ℂ) := Complex.conj_ofReal _
    have hr : s⁻¹ * (s⁻¹ * N) = 1 := by
      rw [hs]
      field_simp
    have hc0 : ((s⁻¹ : ℝ) : ℂ) ≠ 0 := Complex.ofReal_ne_zero.mpr (inv_ne_zero hs0)
    have hw := hA (((s⁻¹ : ℝ) : ℂ) • v) (by
      rw [star_smul, smul_dotProduct, dotProduct_smul, hc, hvN, smul_eq_mul, smul_eq_mul,
        ← Complex.ofReal_mul, ← Complex.ofReal_mul, hr, Complex.ofReal_one])
    rw [star_smul, Matrix.mulVec_smul, smul_dotProduct, dotProduct_smul, hc,
      smul_eq_mul, smul_eq_mul] at hw
    exact (mul_eq_zero.mp ((mul_eq_zero.mp hw).resolve_left hc0)).resolve_left hc0
  -- polarization with x + y and x + i y
  have hxy : ∀ x y : n → ℂ, star x ⬝ᵥ (A *ᵥ y) = 0 := by
    intro x y
    have hI : star Complex.I = -Complex.I := Complex.conj_I
    have h1 := h (x + y)
    have h2 := h (x + Complex.I • y)
    simp only [star_add, star_smul, Matrix.mulVec_add, Matrix.mulVec_smul, add_dotProduct,
      dotProduct_add, smul_dotProduct, dotProduct_smul, smul_eq_mul, hI, h x, h y,
      mul_zero, add_zero, zero_add] at h1 h2
    linear_combination (h1 - Complex.I * h2) / 2 +
      (star x ⬝ᵥ (A *ᵥ y) - star y ⬝ᵥ (A *ᵥ x)) / 2 * Complex.I_sq
  ext i j
  have hj : A *ᵥ (Pi.single j 1) = 0 := dotProduct_star_self_eq_zero.mp (hxy _ _)
  have hij := congrFun hj i
  simpa [Matrix.mulVec, dotProduct, Pi.single_apply] using hij
```

If the overlap with the output vanishes for every unit $v$, each nonnegative term $|\langle v,K_kv\rangle|^2$ vanishes, and so every $K_k$ is zero. Trace preservation is not used here.

```lean
/-- If a Kraus map sends every pure state to an output with zero overlap with it,
then all its Kraus operators vanish. -/
theorem kraus_eq_zero (K : ι → Matrix n n ℂ)
    (h : ∀ v : n → ℂ, star v ⬝ᵥ v = 1 → overlap v (krausMap K (pureState v)) = 0)
    (k : ι) : K k = 0 := by
  refine eq_zero_of_expectation (K k) fun v hv => ?_
  have h0 := h v hv
  rw [overlap_krausMap, Complex.ofReal_eq_zero] at h0
  -- a vanishing sum of nonnegative terms vanishes term by term
  exact Complex.normSq_eq_zero.mp ((Finset.sum_eq_zero_iff_of_nonneg
    (fun j _ => Complex.normSq_nonneg _)).mp h0 k (Finset.mem_univ k))
```

## The contradiction with trace preservation

Now $1=\sum_kK_k^\dagger K_k=0$, which is impossible when there is at least one basis state (`Nonempty n`).

The theorem says that no finite family $K$ is both trace preserving and such that $\Phi(vv^\dagger)$ has zero overlap with $v$ for every unit $v$. The output may be mixed. For finite-dimensional quantum circuits, this rules out a perfect flip of an unknown state; it gives no bound on how well an approximate flip can do.

```lean
/-- **No universal NOT**: no trace-preserving Kraus map sends every pure state
to a state orthogonal to it. -/
theorem no_universal_not [Nonempty n] :
    ¬ ∃ K : ι → Matrix n n ℂ, ∑ k, (K k)ᴴ * K k = 1 ∧
      ∀ v : n → ℂ, star v ⬝ᵥ v = 1 → overlap v (krausMap K (pureState v)) = 0 := by
  rintro ⟨K, hK, h⟩
  have h01 : (0 : Matrix n n ℂ) = 1 := by
    rw [← hK]
    simp [kraus_eq_zero K h]
  exact zero_ne_one h01
```

## Real amplitudes allow a flip

The rotation $R=\begin{pmatrix}0&-1\\1&0\end{pmatrix}$ satisfies $R^\dagger R=1$, and for real $v=(a,b)$
$$\langle v,Rv\rangle=-ab+ba=0.$$
Reality is the condition `star v = v`. A numerical test that samples only real vectors would therefore accept $R$ as a universal NOT.

```lean
/-- For qubits with real amplitudes a NOT channel exists: one rotation by a right
angle is trace preserving and sends each such state to an orthogonal one. -/
theorem real_qubit_not :
    (∑ _k : Unit, (!![0, -1; 1, 0] : Matrix (Fin 2) (Fin 2) ℂ)ᴴ * !![0, -1; 1, 0]) = 1 ∧
      ∀ v : Fin 2 → ℂ, star v = v →
        overlap v (krausMap (fun _ : Unit => !![0, -1; 1, 0]) (pureState v)) = 0 := by
  constructor
  · ext i j
    fin_cases i <;> fin_cases j <;> simp [Matrix.mul_apply, Fin.sum_univ_succ]
  · intro v hv
    have h0 : v ⬝ᵥ ((!![0, -1; 1, 0] : Matrix (Fin 2) (Fin 2) ℂ) *ᵥ v) = 0 := by
      simp only [dotProduct, Matrix.mulVec, Fin.sum_univ_two, Matrix.of_apply,
        Matrix.cons_val_zero, Matrix.cons_val_one]
      ring
    rw [overlap_krausMap, hv]
    simp only [h0, map_zero, Finset.sum_const_zero, Complex.ofReal_zero]
```

## A qubit flip without a Kraus form

For $v=(a,b)$, comparing entries gives
$$\operatorname{tr}(vv^\dagger)\,1-vv^\dagger=uu^\dagger,\qquad u=(-b^*,a^*),$$
and $\langle v,u\rangle=-a^*b^*+b^*a^*=0$.

```lean
/-- The map `ρ ↦ tr(ρ) 1 - ρ` sends the qubit state `(a, b)` to the pure state
`(-b*, a*)`, which has zero overlap with it. -/
theorem spinFlip_pureState (v : Fin 2 → ℂ) :
    spinFlip (pureState v) = pureState ![-star (v 1), star (v 0)] ∧
      overlap v (spinFlip (pureState v)) = 0 := by
  have h : spinFlip (pureState v) = pureState ![-star (v 1), star (v 0)] := by
    ext i j
    fin_cases i <;> fin_cases j <;>
      simp [spinFlip, pureState, Matrix.trace, vecMulVec_apply, Fin.sum_univ_two] <;> ring
  refine ⟨h, ?_⟩
  have h0 : star v ⬝ᵥ ![-star (v 1), star (v 0)] = 0 := by
    simp only [dotProduct, Fin.sum_univ_two, Pi.star_apply,
      Matrix.cons_val_zero, Matrix.cons_val_one]
    ring
  rw [h, overlap_pureState, h0, zero_mul]
```

If this map had a finite Kraus form, all its Kraus operators would vanish by the result above, and it would send the identity to $0$. But it sends the identity to $2\cdot1-1=1$. The proof compares the upper left entries.

In code, the usual check is to diagonalise the Choi matrix $\sum_{ij}E_{ij}\otimes\Phi(E_{ij})$, where $E_{ij}$ are the matrix units. A linear map $\Phi$ has a Kraus form exactly when this matrix is positive semidefinite; for the map here its lowest eigenvalue is $-1$.

```lean
/-- The qubit map `ρ ↦ tr(ρ) 1 - ρ` has no finite Kraus representation. -/
theorem spinFlip_not_kraus :
    ¬ ∃ K : ι → Matrix (Fin 2) (Fin 2) ℂ, ∀ ρ, krausMap K ρ = spinFlip ρ := by
  rintro ⟨K, hK⟩
  have hz := kraus_eq_zero K fun v _ => by rw [hK]; exact (spinFlip_pureState v).2
  -- compare both maps on the identity
  have h1 := congrFun (congrFun (hK 1) 0) 0
  have hl : krausMap K 1 = 0 := by simp [krausMap, hz]
  rw [hl] at h1
  norm_num [spinFlip, Matrix.trace, Fin.sum_univ_two] at h1

end

end NoUniversalNot
```

```lean
#print axioms NoUniversalNot.no_universal_not
#print axioms NoUniversalNot.real_qubit_not
#print axioms NoUniversalNot.spinFlip_not_kraus
```

```
'NoUniversalNot.no_universal_not' depends on axioms: [propext, Classical.choice, Quot.sound]
'NoUniversalNot.real_qubit_not' depends on axioms: [propext, Classical.choice, Quot.sound]
'NoUniversalNot.spinFlip_not_kraus' depends on axioms: [propext, Classical.choice, Quot.sound]
```
